# A two-orbital matrix that commutes with particle number and Sz has at most 36 nonzero entries

Two spatial orbitals have sixteen occupation states, so a matrix on them has 256 entries. If it commutes with both the particle number and the spin projection of the two orbitals, every entry between states with different quantum numbers is zero. The states fall into nine blocks of sizes 1, 2, 2, 1, 4, 1, 2, 2, 1, which leave exactly 36 positions where an entry may be nonzero.

## Density matrices of orbital pairs

When a molecule is in a pure electronic state, the entanglement of a pair of orbitals with the rest is measured by the entropy of the pair's reduced density matrix $\rho$. Such entropies enter the orbital mutual information, which can guide the choice of an active space. One way to compute them is to form $\rho$ and diagonalise it. For two orbitals, the symmetry leaves 36 entries that may be nonzero, and no block to diagonalise is larger than $4\times4$. Since a density matrix is Hermitian, 26 of these entries (16 diagonal and 10 off-diagonal) determine the rest.

The symmetry comes from the full electronic state. Suppose that state has a definite total number of electrons. If two states of the pair contain different numbers of electrons, the remaining orbitals must then also contain different numbers. Their states are orthogonal, and the partial trace removes the coherence between the two pair states. If the full state also has a definite total spin projection, the same reasoning applies to $S_z$. This step from the molecule to the pair is physical input: the theorems start from a matrix that already commutes with the two operators. In the Lean file, "total" means summed over the `L` orbitals of the subsystem, not over the molecule.

## The selection rule and its count

For $L$ spatial orbitals, an occupation state $s$ consists of the set of orbitals holding a spin-up electron and the set holding a spin-down electron. In Lean this is `Config L`, a pair of finite subsets of `Fin L`. An orbital in both sets is doubly occupied. Write $n_\uparrow$ and $n_\downarrow$ for the sizes of the two sets. The quantum numbers are

$$N=n_\uparrow+n_\downarrow,\qquad 2S_z=n_\uparrow-n_\downarrow .$$

The function `quantumNumbers` returns the pair $(N,2S_z)$; doubling $S_z$ keeps it an integer. The operators `numberOp L` and `szOp L` are diagonal complex matrices with entries $N$ and $S_z$, the latter in units of $\hbar$.

The theorem `two_orbital_selection_rule` says two things for every complex matrix `ρ` on `Config 2`. First, `ρ` commutes with both operators if and only if it vanishes outside `allowedPositions 2`. Second, that set has 36 elements. A position is an ordered pair $(s,t)$ of states with equal quantum numbers, so diagonal positions are included, and $(s,t)$ and $(t,s)$ count separately when $s\neq t$.

Despite its name, `ρ` need not be Hermitian, positive or of unit trace. The theorem therefore applies to density matrices and equally to, say, a Hamiltonian that conserves both quantities. Further symmetries of a particular molecule, which may force more zeros, play no part.

The nine sectors, as listed in `two_orbital_sectors`, are:

| $N$ | $2S_z$ | $n_\uparrow$ | $n_\downarrow$ | states |
|---|---|---|---|---|
| 0 | 0 | 0 | 0 | 1 |
| 1 | −1 | 0 | 1 | 2 |
| 1 | 1 | 1 | 0 | 2 |
| 2 | −2 | 0 | 2 | 1 |
| 2 | 0 | 1 | 1 | 4 |
| 2 | 2 | 2 | 0 | 1 |
| 3 | −1 | 1 | 2 | 2 |
| 3 | 1 | 2 | 1 | 2 |
| 4 | 0 | 2 | 2 | 1 |

## From commutators to zeros

Let $D$ be a diagonal matrix with entries $d_s$. Then

$$(\rho D)_{st}=\rho_{st}d_t,\qquad (D\rho)_{st}=d_s\rho_{st}.$$

If the matrices commute, $(d_s-d_t)\rho_{st}=0$, so $\rho_{st}=0$ whenever $d_s\neq d_t$. Conversely, if $\rho$ has these zeros, the two products agree at every position: either $d_s=d_t$ or both sides vanish.

Take $D$ to be $N$ and then $S_z$. Two states with different pairs $(N,2S_z)$ differ in at least one of the two numbers, and the corresponding commutator makes the entry zero. In the other direction, a matrix that vanishes between different pairs vanishes in particular wherever $N$ differs and wherever $S_z$ differs, so it commutes with both operators.

## Counting the allowed positions

Since $n_\uparrow=(N+2S_z)/2$ and $n_\downarrow=(N-2S_z)/2$, equal quantum numbers mean equal $n_\uparrow$ and equal $n_\downarrow$. The sector of a state therefore contains

$$\binom{L}{n_\uparrow}\binom{L}{n_\downarrow}$$

states. Summing this size over all states $s=(A,B)$, where $A$ is the spin-up set and $B$ the spin-down set, counts the allowed positions:

$$\sum_{A,B}\binom{L}{|A|}\binom{L}{|B|}=\Bigl(\sum_A\binom{L}{|A|}\Bigr)^2 .$$

There are $\binom Lk$ sets of size $k$. Vandermonde's identity gives

$$\sum_A\binom{L}{|A|}=\sum_{k=0}^{L}\binom Lk^2=\sum_{k=0}^{L}\binom Lk\binom L{L-k}=\binom{2L}{L}.$$

The count is $\binom{2L}{L}^2$, which for $L=2$ is $6^2=36$. The block sizes give the same number: $1+4+4+1+16+1+4+4+1=36$.

All these positions can be filled at once. The matrix with entry 1 at every allowed position and 0 elsewhere obeys the selection rule, so it commutes with both operators. For $L=2$ its trace is 16. Divided by 16 it is a density matrix, because each block of ones is positive semidefinite; requiring $\rho$ to be a density matrix therefore does not reduce the 36.

## One orbital, and none

For $L=1$ the four states (empty, spin-down, spin-up, doubly occupied) all have different quantum numbers. The formula gives $\binom21^2=4$ positions, all on the diagonal. Under the same symmetry assumption, the entropy of a single orbital thus follows from four occupation probabilities. For $L=0$ there is one empty state and one position.

## Operators built from creation and annihilation

The file takes $N$ and $S_z$ as diagonal matrices from the start. Another model would build them from fermionic creation and annihilation operators. Their diagonal form would then be a lemma, and the spin orbitals would need a fixed order. Changing that order multiplies basis states by signs, which can change the sign of an entry of $\rho$ but not whether it is zero. The selection rule and the count would stay the same.

## The Lean file

```lean
import Mathlib

open Matrix

namespace OrbitalSectors

noncomputable section

/-- An occupation state of `L` spatial orbitals: the set of orbitals holding a spin-up electron
and the set of orbitals holding a spin-down electron. -/
abbrev Config (L : ℕ) := Finset (Fin L) × Finset (Fin L)

/-- The total number of electrons in an occupation state. -/
def particleNumber {L : ℕ} (s : Config L) : ℕ := s.1.card + s.2.card

/-- Twice the spin projection: the number of spin-up minus the number of spin-down electrons. -/
def twiceSz {L : ℕ} (s : Config L) : ℤ := (s.1.card : ℤ) - (s.2.card : ℤ)

/-- The pair of quantum numbers `(N, 2 Sz)` of an occupation state. -/
def quantumNumbers {L : ℕ} (s : Config L) : ℕ × ℤ := (particleNumber s, twiceSz s)

/-- The total particle number operator in the occupation basis. -/
def numberOp (L : ℕ) : Matrix (Config L) (Config L) ℂ :=
  Matrix.diagonal fun s => (particleNumber s : ℂ)

/-- The total spin projection operator in the occupation basis, in units of ħ. -/
def szOp (L : ℕ) : Matrix (Config L) (Config L) ℂ :=
  Matrix.diagonal fun s => (twiceSz s : ℂ) / 2

/-- The matrix positions that join two occupation states with the same `(N, 2 Sz)`. -/
def allowedPositions (L : ℕ) : Finset (Config L × Config L) :=
  Finset.univ.filter fun p => quantumNumbers p.1 = quantumNumbers p.2

/-- The matrix with entry one between states of equal `(N, 2 Sz)` and zero elsewhere. -/
def sectorPattern (L : ℕ) : Matrix (Config L) (Config L) ℂ :=
  Matrix.of fun s t => if quantumNumbers s = quantumNumbers t then 1 else 0

/-- A complex matrix commutes with a diagonal matrix exactly when its entries vanish between indices
at which the diagonal matrix has different diagonal entries. -/
theorem commute_diagonal_iff {n : Type*} [Fintype n] [DecidableEq n]
    (A : Matrix n n ℂ) (d : n → ℂ) :
    A * Matrix.diagonal d = Matrix.diagonal d * A ↔ ∀ i j, d i ≠ d j → A i j = 0 := by
  constructor
  · intro h i j hij
    have h1 := congrFun (congrFun h i) j
    rw [Matrix.mul_diagonal, Matrix.diagonal_mul] at h1
    -- the commutator entry is the difference of eigenvalues times the matrix entry
    have h2 : (d i - d j) * A i j = 0 := by linear_combination -h1
    exact (mul_eq_zero.mp h2).resolve_left (sub_ne_zero.mpr hij)
  · intro h
    ext i j
    rw [Matrix.mul_diagonal, Matrix.diagonal_mul]
    by_cases hij : d i = d j
    · rw [hij]
      ring
    · rw [h i j hij]
      simp

/-- Selection rule: a matrix commutes with total particle number and total Sz exactly when it
vanishes between occupation states with different quantum numbers `(N, 2 Sz)`. -/
theorem commutes_iff_selection_rule {L : ℕ} (ρ : Matrix (Config L) (Config L) ℂ) :
    (ρ * numberOp L = numberOp L * ρ ∧ ρ * szOp L = szOp L * ρ) ↔
      ∀ s t, quantumNumbers s ≠ quantumNumbers t → ρ s t = 0 := by
  rw [numberOp, szOp, commute_diagonal_iff, commute_diagonal_iff]
  constructor
  · rintro ⟨hN, hS⟩ s t hst
    by_cases h1 : particleNumber s = particleNumber t
    · -- equal particle number, so the spin projections must differ
      refine hS s t fun h => hst ?_
      have h0 : (twiceSz s : ℂ) / 2 = (twiceSz t : ℂ) / 2 := h
      have h2 : (twiceSz s : ℂ) = (twiceSz t : ℂ) := by linear_combination 2 * h0
      have h3 : twiceSz s = twiceSz t := by exact_mod_cast h2
      exact Prod.ext h1 h3
    · refine hN s t fun h => h1 ?_
      have h0 : (particleNumber s : ℂ) = (particleNumber t : ℂ) := h
      exact_mod_cast h0
  · intro h
    refine ⟨fun s t hn => h s t fun e => hn ?_, fun s t hn => h s t fun e => hn ?_⟩
    · have h1 : particleNumber s = particleNumber t := congrArg Prod.fst e
      simp only [h1]
    · have h1 : twiceSz s = twiceSz t := congrArg Prod.snd e
      simp only [h1]

/-- Two occupation states share `(N, 2 Sz)` exactly when they have equally many spin-up electrons
and equally many spin-down electrons. -/
theorem quantumNumbers_eq_iff {L : ℕ} (s t : Config L) :
    quantumNumbers s = quantumNumbers t ↔
      s.1.card = t.1.card ∧ s.2.card = t.2.card := by
  simp only [quantumNumbers, particleNumber, twiceSz, Prod.mk.injEq]
  omega

/-- The number of states with the same `(N, 2 Sz)` as a given state is the number of ways to place
its spin-up electrons in `L` orbitals, times the number of ways to place its spin-down electrons. -/
theorem card_sector {L : ℕ} (s : Config L) :
    (Finset.univ.filter fun t : Config L => quantumNumbers s = quantumNumbers t).card =
      L.choose s.1.card * L.choose s.2.card := by
  have h : (Finset.univ.filter fun t : Config L => quantumNumbers s = quantumNumbers t) =
      Finset.powersetCard s.1.card Finset.univ ×ˢ
        Finset.powersetCard s.2.card Finset.univ := by
    ext t
    simp only [Finset.mem_filter, Finset.mem_univ, true_and, Finset.mem_product,
      Finset.mem_powersetCard, Finset.subset_univ, quantumNumbers_eq_iff]
    constructor <;> rintro ⟨a, b⟩ <;> exact ⟨a.symm, b.symm⟩
  rw [h, Finset.card_product, Finset.card_powersetCard, Finset.card_powersetCard,
    Finset.card_univ, Fintype.card_fin]

/-- The sum of `L choose |A|` over all sets `A` of orbitals is the central binomial coefficient
`(2L choose L)`. For one spin species, this sum counts the ordered pairs of occupations with equal
electron number. -/
theorem sum_choose_card (L : ℕ) :
    ∑ A : Finset (Fin L), L.choose A.card = L.centralBinom := by
  have h : ∑ A ∈ (Finset.univ : Finset (Fin L)).powerset, L.choose A.card =
      ∑ k ∈ Finset.range ((Finset.univ : Finset (Fin L)).card + 1),
        (Finset.univ : Finset (Fin L)).card.choose k • L.choose k :=
    Finset.sum_powerset_apply_card (fun k => L.choose k)
  simp only [Finset.powerset_univ, Finset.card_univ, Fintype.card_fin, smul_eq_mul] at h
  -- Vandermonde's identity
  have h2 : (L + L).choose L =
      ∑ k ∈ Finset.range (L + 1), L.choose k * L.choose (L - k) := by
    rw [Nat.add_choose_eq]
    exact Finset.Nat.sum_antidiagonal_eq_sum_range_succ
      (fun i j => L.choose i * L.choose j) L
  rw [h, Nat.centralBinom_eq_two_mul_choose, two_mul, h2]
  refine Finset.sum_congr rfl fun k hk => ?_
  have hk' : k ≤ L := Nat.lt_succ_iff.mp (Finset.mem_range.mp hk)
  rw [Nat.choose_symm hk']

/-- For `L` spatial orbitals the number of allowed matrix positions is the square of the central
binomial coefficient `(2L choose L)`. -/
theorem card_allowedPositions (L : ℕ) :
    (allowedPositions L).card = L.centralBinom ^ 2 := by
  have h : ∀ s : Config L,
      (∑ t : Config L, if quantumNumbers s = quantumNumbers t then 1 else 0) =
        L.choose s.1.card * L.choose s.2.card := fun s => by
    rw [← card_sector s, Finset.card_filter]
  rw [allowedPositions, Finset.card_filter, Fintype.sum_prod_type]
  simp only [h]
  -- the two spin species factorise
  rw [Fintype.sum_prod_type, sq, ← sum_choose_card L, Finset.sum_mul_sum]

/-- Two spatial orbitals have sixteen occupation states. The pairs `(N, 2 Sz)` that occur are the
nine listed, and their sectors have sizes 1, 2, 2, 1, 4, 1, 2, 2, 1. -/
theorem two_orbital_sectors :
    Fintype.card (Config 2) = 16 ∧
    (Finset.univ : Finset (Config 2)).image quantumNumbers =
      {(0, 0), (1, -1), (1, 1), (2, -2), (2, 0), (2, 2), (3, -1), (3, 1), (4, 0)} ∧
    ([(0, 0), (1, -1), (1, 1), (2, -2), (2, 0), (2, 2), (3, -1), (3, 1), (4, 0)] :
      List (ℕ × ℤ)).map
        (fun q => (Finset.univ.filter fun s : Config 2 => quantumNumbers s = q).card) =
      [1, 2, 2, 1, 4, 1, 2, 2, 1] := by
  refine ⟨?_, ?_, ?_⟩ <;> decide +kernel

/-- For two spatial orbitals, a matrix commutes with total particle number and total Sz exactly
when it vanishes outside the allowed positions, and there are exactly 36 of these. -/
theorem two_orbital_selection_rule (ρ : Matrix (Config 2) (Config 2) ℂ) :
    ((ρ * numberOp 2 = numberOp 2 * ρ ∧ ρ * szOp 2 = szOp 2 * ρ) ↔
      ∀ p, p ∉ allowedPositions 2 → ρ p.1 p.2 = 0) ∧
    (allowedPositions 2).card = 36 := by
  refine ⟨(commutes_iff_selection_rule ρ).trans ⟨fun h p hp => ?_, fun h s t hst => ?_⟩,
    (card_allowedPositions 2).trans (by decide)⟩
  · exact h p.1 p.2 fun e => hp (by simp [allowedPositions, e])
  · exact h (s, t) (by simp [allowedPositions, hst])

/-- The sector pattern commutes with total particle number and total Sz, and its nonzero entries
fill all the allowed positions and no others. -/
theorem sectorPattern_fills_allowed (L : ℕ) :
    (sectorPattern L * numberOp L = numberOp L * sectorPattern L ∧
      sectorPattern L * szOp L = szOp L * sectorPattern L) ∧
    ∀ p, sectorPattern L p.1 p.2 ≠ 0 ↔ p ∈ allowedPositions L := by
  refine ⟨(commutes_iff_selection_rule _).mpr fun s t h => ?_, fun p => ?_⟩
  · simp [sectorPattern, h]
  · simp [sectorPattern, allowedPositions]

end

end OrbitalSectors
```

```lean
#print axioms OrbitalSectors.two_orbital_sectors
-- 'OrbitalSectors.two_orbital_sectors' depends on axioms: [propext, Classical.choice, Quot.sound]
#print axioms OrbitalSectors.two_orbital_selection_rule
-- 'OrbitalSectors.two_orbital_selection_rule' depends on axioms: [propext, Classical.choice, Quot.sound]
#print axioms OrbitalSectors.sectorPattern_fills_allowed
-- 'OrbitalSectors.sectorPattern_fills_allowed' depends on axioms: [propext, Classical.choice, Quot.sound]
```

## The steps in Lean

`commute_diagonal_iff` is the commutator argument for a complex matrix, here called $A$, and an arbitrary diagonal matrix. The forward direction reads off one entry of the matrix equation, and `linear_combination` turns it into the product $(d_i-d_j)A_{ij}=0$. The converse compares entries, with a case split on whether $d_i=d_j$.

`commutes_iff_selection_rule` applies this twice. Given states with different quantum numbers, it asks whether their particle numbers agree. If they do, the spin projections must differ and the $S_z$ condition gives the zero; otherwise the $N$ condition does. The casts bring equalities between complex diagonal entries back to integers and natural numbers.

The count starts with `quantumNumbers_eq_iff`, where `omega` solves the linear equations for the two spin counts. `card_sector` then identifies a sector with a product of two families of subsets of fixed size. In `sum_choose_card`, the subsets are grouped by size, `Nat.add_choose_eq` supplies Vandermonde's identity, and `Nat.choose_symm` exchanges $k$ and $L-k$. `card_allowedPositions` writes the count as a double sum over states, inserts the sector sizes and factorises the result with `Finset.sum_mul_sum`.

The table for two orbitals is checked by enumeration: `decide +kernel` evaluates the number of states, the list of quantum numbers and the sector sizes. `two_orbital_selection_rule` rephrases the general rule in terms of allowed positions and evaluates the general count at $L=2$. Finally, `sectorPattern_fills_allowed` shows for every $L$ that the unnormalised matrix of ones and zeros commutes with both operators and is nonzero exactly at the allowed positions.
